# Paired eigenspace dimensions of the discrete Fourier transform with prefactor $1/\sqrt N$

On a periodic grid of three points, take the odd function $f=(0,1,-1)$. Its Fourier transform with kernel $e^{-2\pi i jk/3}$ and prefactor $1/\sqrt3$ is

$$(Uf)(k)=\frac{e^{-2\pi i k/3}-e^{2\pi i k/3}}{\sqrt3}=-\frac{2i}{\sqrt3}\sin\frac{2\pi k}{3}=-i\,f(k).$$

An even function $(a,b,b)$ goes to $(a+2b,\,a-b,\,a-b)/\sqrt3$. A second transform returns $(a,b,b)$, so on this two-dimensional space the eigenvalues can only be $\pm1$. Parity sorts the eigenvalues.

The general problem is to count the linearly independent grid functions that the passage from position to momentum amplitudes multiplies by $1$ or $-1$, and those that it multiplies by $i$ or $-i$. For $N\ge1$ points, let $U$ be the transform with kernel $e^{-2\pi i jk/N}$ and prefactor $1/\sqrt N$. Its eigenspaces $E_\lambda$ satisfy

$$\dim E_1+\dim E_{-1}=\lfloor N/2\rfloor+1,\qquad \dim E_i+\dim E_{-i}=\lfloor (N-1)/2\rfloor .$$

Only the sums are determined here, not how each divides between its two eigenvalues.

## Counting by parity

Transforming twice gives

$$(U^2f)(l)=\frac1N\sum_j f(j)\sum_k e^{-2\pi i k(j+l)/N}=f(-l),$$

because the inner geometric sum is $N$ for $j\equiv-l$ modulo $N$ and zero otherwise. Thus $U^2=P$, the parity map.

Now let $T$ be any operator on a finite-dimensional complex space, and let $a\ne0$. If $Tv=av$ and $Tv=-av$, then $2av=0$, so $v=0$. Vectors in either eigenspace satisfy $T^2v=a^2v$. Conversely, if $T^2v=a^2v$, set

$$v_\pm=\frac{av\pm Tv}{2a},\qquad Tv_\pm=\frac{aTv\pm a^2v}{2a}=\pm a\,v_\pm,\qquad v_++v_-=v.$$

The dimensions for $a$ and $-a$ therefore add up to that of the eigenspace of $T^2$ for $a^2$.

An even function is fixed freely by its values at $0,\dots,\lfloor N/2\rfloor$, since each pair $\{j,-j\}$ has exactly one representative there. The even dimension is $\lfloor N/2\rfloor+1$. As $P^2=1$, the case $T=P$, $a=1$ shows that even and odd dimensions add up to $N$, which leaves $N-\lfloor N/2\rfloor-1=\lfloor(N-1)/2\rfloor$ for the odd functions. Finally, $T=U$ with $a=1$ and $a=i$ gives the two sums.

## The transform and parity in Lean

A grid function has type `ZMod N → ℂ`, and `NeZero N` says $N\ge1$. In the kernel, `j.val` is the representative of $j$ between $0$ and $N-1$. The name `unitaryDFT` refers to the prefactor; unitarity itself is neither proved nor needed.

```lean
import Mathlib

open Module

namespace DFTEigenspaces

noncomputable section

/-- The discrete Fourier transform on a periodic grid of `N ≥ 1` points, with kernel
`exp (-2πi jk/N)` and prefactor `1/√N`. -/
def unitaryDFT (N : ℕ) [NeZero N] : End ℂ (ZMod N → ℂ) where
  toFun f k := ((√(N : ℝ) : ℝ) : ℂ)⁻¹ *
    ∑ j : ZMod N, Complex.exp (-2 * Real.pi * Complex.I * j.val * k.val / N) * f j
  map_add' f g := by
    funext k
    simp only [Pi.add_apply, mul_add, Finset.sum_add_distrib]
  map_smul' c f := by
    funext k
    simp only [Pi.smul_apply, smul_eq_mul, RingHom.id_apply, Finset.mul_sum]
    refine Finset.sum_congr rfl fun j _ => ?_
    ring

/-- The parity map on the periodic grid, which sends `f(j)` to `f(-j)`. -/
def parity (N : ℕ) : End ℂ (ZMod N → ℂ) where
  toFun f j := f (-j)
  map_add' _ _ := rfl
  map_smul' _ _ := rfl
```

The next lemma matches the explicit sum to Mathlib's transform, by writing the phase through integer representatives.

```lean
/-- The transform with prefactor `1/√N` is Mathlib's unnormalised discrete Fourier transform
divided by `√N`. -/
theorem unitaryDFT_eq_dft (N : ℕ) [NeZero N] (f : ZMod N → ℂ) :
    unitaryDFT N f = ((√(N : ℝ) : ℝ) : ℂ)⁻¹ • ZMod.dft f := by
  funext k
  change ((√(N : ℝ) : ℝ) : ℂ)⁻¹ *
    ∑ j : ZMod N, Complex.exp (-2 * Real.pi * Complex.I * j.val * k.val / N) * f j
      = ((√(N : ℝ) : ℝ) : ℂ)⁻¹ * ZMod.dft f k
  rw [ZMod.dft_apply]
  congr 1
  refine Finset.sum_congr rfl fun j _ => ?_
  -- write the phase through integer representatives of the grid points
  have h : -(j * k) = ((-((j.val : ℤ) * (k.val : ℤ)) : ℤ) : ZMod N) := by
    rw [Int.cast_neg, Int.cast_mul, Int.cast_natCast, Int.cast_natCast,
      ZMod.natCast_zmod_val, ZMod.natCast_zmod_val]
  rw [h, ZMod.stdAddChar_coe, smul_eq_mul]
  congr 2
  push_cast
  ring
```

Mathlib's `ZMod.dft_dft` supplies the double sum computed above, with a factor $N$ that the two prefactors cancel. The product of endomorphisms is composition.

```lean
/-- Applying the unitary discrete Fourier transform twice gives the parity map. -/
theorem unitaryDFT_mul_self (N : ℕ) [NeZero N] :
    unitaryDFT N * unitaryDFT N = parity N := by
  refine LinearMap.ext fun f => funext fun j => ?_
  change unitaryDFT N (unitaryDFT N f) j = f (-j)
  have hs : ((√(N : ℝ) : ℝ) : ℂ) * ((√(N : ℝ) : ℝ) : ℂ) = (N : ℂ) := by
    rw [← Complex.ofReal_mul, Real.mul_self_sqrt (Nat.cast_nonneg N), Complex.ofReal_natCast]
  have h0 : ((√(N : ℝ) : ℝ) : ℂ) ≠ 0 := by
    intro h
    rw [h, zero_mul] at hs
    exact NeZero.ne N (Nat.cast_eq_zero.mp hs.symm)
  rw [unitaryDFT_eq_dft, unitaryDFT_eq_dft, map_smul, ZMod.dft_dft]
  simp only [Pi.smul_apply, smul_eq_mul]
  rw [← hs]
  generalize ((√(N : ℝ) : ℝ) : ℂ) = c at h0
  field_simp
```

## Adding the dimensions for $a$ and $-a$

Here `hinf` is the trivial intersection and `hsup` the spanning statement, with $v_\pm$ given explicitly. The dimension formula for a sum of subspaces finishes the proof.

```lean
/-- For an operator `T` on a finite-dimensional complex space and `a ≠ 0`, the dimensions of the
eigenspaces of `T` for `a` and `-a` add up to that of the eigenspace of `T²` for `a²`. -/
theorem finrank_eigenspace_add_neg {V : Type*} [AddCommGroup V] [Module ℂ V]
    [FiniteDimensional ℂ V] (T : End ℂ V) {a : ℂ} (ha : a ≠ 0) :
    finrank ℂ (T.eigenspace a) + finrank ℂ (T.eigenspace (-a))
      = finrank ℂ ((T * T).eigenspace (a ^ 2)) := by
  have h2a : 2 * a ≠ 0 := mul_ne_zero two_ne_zero ha
  -- the two eigenspaces meet only in zero
  have hinf : T.eigenspace a ⊓ T.eigenspace (-a) = ⊥ := by
    rw [eq_bot_iff]
    intro v hv
    obtain ⟨h1, h2⟩ := Submodule.mem_inf.mp hv
    rw [End.mem_eigenspace_iff] at h1 h2
    have h : (2 * a) • v = 0 := by
      linear_combination (norm := module) h2 - h1
    exact (Submodule.mem_bot ℂ).mpr ((smul_eq_zero.mp h).resolve_left h2a)
  -- together they span the eigenspace of the square
  have hsup : T.eigenspace a ⊔ T.eigenspace (-a) = (T * T).eigenspace (a ^ 2) := by
    apply le_antisymm
    · refine sup_le ?_ ?_
      all_goals
        intro v hv
        rw [End.mem_eigenspace_iff] at hv ⊢
        rw [End.mul_apply, hv, map_smul, hv]
        module
    · intro v hv
      rw [End.mem_eigenspace_iff, End.mul_apply] at hv
      refine Submodule.mem_sup.mpr
        ⟨(2 * a)⁻¹ • (a • v + T v), ?_, (2 * a)⁻¹ • (a • v - T v), ?_, ?_⟩
      · rw [End.mem_eigenspace_iff, map_smul, map_add, map_smul, hv]
        module
      · rw [End.mem_eigenspace_iff, map_smul, map_sub, map_smul, hv]
        module
      · have h : (2 * a)⁻¹ • (a • v + T v) + (2 * a)⁻¹ • (a • v - T v)
            = ((2 * a)⁻¹ * (2 * a)) • v := by module
        rw [h, inv_mul_cancel₀ h2a, one_smul]
  have h := Submodule.finrank_sup_add_finrank_inf_eq (T.eigenspace a) (T.eigenspace (-a))
  rw [hinf, hsup, finrank_bot, add_zero] at h
  exact h.symm
```

## Even and odd grid functions

The equivalence `e` restricts an even function to $0,\dots,\lfloor N/2\rfloor$. Its inverse reads the value at $j$ from the distance of $j$ to $0$ around the ring, `j.valMinAbs.natAbs`. That distance represents either $j$ or $-j$, and evenness settles the second case. Division of natural numbers in Lean rounds down, so `N / 2` is $\lfloor N/2\rfloor$.

```lean
/-- The even functions on a periodic grid of `N ≥ 1` points form a space of dimension
`⌊N/2⌋ + 1`. -/
theorem finrank_even (N : ℕ) [NeZero N] :
    finrank ℂ ((parity N).eigenspace 1) = N / 2 + 1 := by
  have hev : ∀ f : ZMod N → ℂ, f ∈ (parity N).eigenspace 1 ↔ ∀ j, f (-j) = f j := fun f => by
    rw [End.mem_eigenspace_iff, one_smul]
    exact funext_iff
  -- an even function is fixed freely by its values at 0, ..., ⌊N/2⌋
  let e : (parity N).eigenspace 1 ≃ₗ[ℂ] (Fin (N / 2 + 1) → ℂ) :=
    { toFun := fun f m => f.1 ((m.val : ℕ) : ZMod N)
      map_add' := fun _ _ => rfl
      map_smul' := fun _ _ => rfl
      invFun := fun g =>
        ⟨fun j => g ⟨j.valMinAbs.natAbs, Nat.lt_succ_of_le (ZMod.natAbs_valMinAbs_le j)⟩,
          (hev _).2 fun j => by simp only [ZMod.natAbs_valMinAbs_neg]⟩
      left_inv := fun f => by
        refine Subtype.ext (funext fun j => ?_)
        change f.1 ((j.valMinAbs.natAbs : ℕ) : ZMod N) = f.1 j
        rw [ZMod.natCast_natAbs_valMinAbs]
        split_ifs
        · rfl
        · exact (hev _).1 f.2 j
      right_inv := fun g => by
        refine funext fun m => congrArg g (Fin.ext ?_)
        change ((m.val : ℕ) : ZMod N).valMinAbs.natAbs = m.val
        rw [ZMod.valMinAbs_natCast_of_le_half (Nat.le_of_lt_succ m.2), Int.natAbs_natCast] }
  exact e.finrank_eq.trans (finrank_fin_fun ℂ)
```

For the odd functions, `hPP` is $P^2=1$ and `htop` says that the identity has the whole space as its eigenspace for $1$; `omega` does the remaining integer arithmetic.

```lean
/-- The odd functions on a periodic grid of `N ≥ 1` points form a space of dimension
`⌊(N-1)/2⌋`. -/
theorem finrank_odd (N : ℕ) [NeZero N] :
    finrank ℂ ((parity N).eigenspace (-1)) = (N - 1) / 2 := by
  have hPP : parity N * parity N = 1 :=
    LinearMap.ext fun f => funext fun j => congrArg f (neg_neg j)
  have htop : (1 : End ℂ (ZMod N → ℂ)).eigenspace 1 = ⊤ := by
    rw [eq_top_iff]
    intro v _
    rw [End.mem_eigenspace_iff, one_smul, End.one_apply]
  -- even and odd dimensions add up to N
  have h := finrank_eigenspace_add_neg (parity N) (one_ne_zero (α := ℂ))
  rw [hPP, one_pow, htop, finrank_top, finrank_fintype_fun_eq_card, ZMod.card,
    finrank_even] at h
  have hN := NeZero.pos N
  omega
```

## The eigenspaces of the transform

`finrank` is the complex dimension, and an `eigenspace` may be zero, so the theorem doesn't presuppose that any of the four numbers is an eigenvalue. For $N=1$ the sums are $1$ and $0$.

Plane-wave calculations also pass between real and reciprocal space by discrete Fourier transforms, generally on three-dimensional grids and often with another prefactor, which rescales the eigenvalues. The theorem covers a one-dimensional grid and the prefactor $1/\sqrt N$.

```lean
/-- For the unitary discrete Fourier transform on `N ≥ 1` points, the eigenspaces for `1` and `-1`
have dimensions summing to `⌊N/2⌋ + 1`, and those for `i` and `-i` have dimensions summing to
`⌊(N-1)/2⌋`. -/
theorem finrank_dft_eigenspaces (N : ℕ) [NeZero N] :
    finrank ℂ ((unitaryDFT N).eigenspace 1) + finrank ℂ ((unitaryDFT N).eigenspace (-1))
        = N / 2 + 1 ∧
    finrank ℂ ((unitaryDFT N).eigenspace Complex.I)
        + finrank ℂ ((unitaryDFT N).eigenspace (-Complex.I)) = (N - 1) / 2 := by
  constructor
  · rw [finrank_eigenspace_add_neg _ one_ne_zero, unitaryDFT_mul_self, one_pow, finrank_even]
  · rw [finrank_eigenspace_add_neg _ Complex.I_ne_zero, unitaryDFT_mul_self, Complex.I_sq,
      finrank_odd]
```

The second sum vanishes exactly when $N\le2$. Three points, as in the opening example, are thus the fewest for which $i$ or $-i$ is an eigenvalue.

```lean
/-- On a grid of `N ≥ 1` points, the eigenspaces of the unitary discrete Fourier transform for `i`
and `-i` are both zero exactly when `N ≤ 2`. -/
theorem imaginary_eigenspaces_trivial_iff (N : ℕ) [NeZero N] :
    ((unitaryDFT N).eigenspace Complex.I = ⊥ ∧ (unitaryDFT N).eigenspace (-Complex.I) = ⊥)
      ↔ N ≤ 2 := by
  have h := (finrank_dft_eigenspaces N).2
  rw [← Submodule.finrank_eq_zero (R := ℂ), ← Submodule.finrank_eq_zero (R := ℂ)]
  omega

end

end DFTEigenspaces
```

```lean
#print axioms DFTEigenspaces.finrank_dft_eigenspaces
-- 'DFTEigenspaces.finrank_dft_eigenspaces' depends on axioms: [propext, Classical.choice, Quot.sound]
#print axioms DFTEigenspaces.imaginary_eigenspaces_trivial_iff
-- 'DFTEigenspaces.imaginary_eigenspaces_trivial_iff' depends on axioms: [propext, Classical.choice, Quot.sound]
```
